# With an even weight $g$ and $w\sum_q g(q)\neq 1$, momentum-independent disorder rungs leave an odd current vertex undressed

## Three momenta

Take a ring of three sites, whose momenta can be labelled $0$, $1$ and $-1$, added modulo 3. Let the current vertex be odd, with values $v(0)=0$, $v(1)=a$, $v(-1)=-a$. Let each momentum carry an even weight, with values $g(0)=g_0$ and $g(1)=g(-1)=g_1$. In the ladder approximation, described in the next section, site disorder of strength $w$ turns the bare vertex $v$ into a dressed vertex $L$ that obeys

$$L(k)=v(k)+w\sum_q g(q)L(q).$$

The last term does not depend on $k$. Call it $c$, so that $L(k)=v(k)+c$, and insert this into the sum:

$$c=w\bigl[g_0c+g_1(a+c)+g_1(-a+c)\bigr]=w(g_0+2g_1)\,c.$$

The contributions $g_1a$ and $-g_1a$ have cancelled. If $w(g_0+2g_1)\neq1$, then $c=0$ and $L=v$. Three is the smallest number of momenta that shows this with a non-zero vertex: in a group of one or two elements every $k$ equals $-k$, so an odd function is zero.

## Site disorder and the ladder

In the Kubo-Greenwood approach the conductivity is built from disorder averages of two current vertices joined by two propagators. The contribution considered here pairs a retarded with an advanced propagator; the formula also has terms with two retarded or two advanced ones. The ladder approximation keeps the diagrams in which impurity lines connect the two propagators without crossing. Each line is a rung. If the site energies fluctuate independently from site to site with the same variance, the rung transfers every momentum with equal strength, so it is a constant $w$.

For a single band, $g(q)$ is the product of the two averaged propagators at momentum $q$, and $v(k)$ is one component of the band velocity. A dispersion with $\varepsilon(-k)=\varepsilon(k)$ makes $v$ odd, and it makes $g$ even when the self-energy is even too. The normalisation by the number of momenta is absorbed into $w$.

The number $w\sum_q g(q)$ is the factor by which one more rung multiplies a constant vertex. A constant vertex couples to the particle density. In the self-consistent Born approximation with the same $w$, particle conservation drives this factor to 1 at zero frequency and vanishing external broadening, provided that the self-energy keeps a non-zero imaginary part. The condition $w\sum_q g(q)\neq1$ therefore means staying away from that limit, for instance by a finite broadening. I call the excluded case resonance.

## The statement in words and in Lean

The main theorem, `ladder_iff_eq_bare`, says: if $g$ is even, $v$ is odd and $w\sum_q g(q)\neq1$, then a function $L$ solves the ladder equation if and only if $L=v$. One direction says that the bare vertex is a solution, the other that there is no second one.

The Lean objects correspond to the physics as follows.

- `G` is the finite set of momenta. From `sum_even_mul_odd` onwards it is also an abelian group, so that `-k` has a meaning. A uniform periodic momentum grid that contains $k=0$ is an example, in any dimension.
- `𝕜` with `RCLike 𝕜` stands for the real or the complex numbers. The complex case admits propagator products at finite frequency.
- `IsLadderSolution w g v L` is the ladder equation, as a condition on `L`.
- `truncatedLadder w g v n` is the vertex with at most `n` rungs.
- `currentResponse g v L` is $\sum_k v(k)g(k)L(k)$, with the physical prefactors left out.

The model has one band, scalar vertices, no momentum transfer from the external field and no crossed diagrams. The functions $g$ and $v$ and the number $w$ are given data: their symmetry is assumed and not derived from a Hamiltonian.

## Solving for the constant shift

Parity is not needed at first. Write

$$W=\sum_q g(q),\qquad A=\sum_q g(q)v(q),\qquad x=w\sum_q g(q)L(q).$$

The ladder equation says $L(k)=v(k)+x$. Multiply by $g(k)$, sum over $k$, and multiply by $w$:

$$x=wA+wWx,\qquad\text{so}\qquad (1-wW)\,x=wA.$$

For $wW\neq1$ this gives

$$L(k)=v(k)+\frac{wA}{1-wW}.$$

Conversely, let $L=v+c$ with $c=wA/(1-wW)$. Then

$$w\sum_q g(q)L(q)=wA+wWc=(1-wW)c+wWc=c,$$

so the ladder equation holds. A system with as many unknowns as momenta has been reduced to one scalar equation.

## Inversion removes the shift

The map $q\mapsto-q$ permutes the momenta, so it leaves a sum over all of them unchanged:

$$A=\sum_q g(-q)v(-q)=\sum_q g(q)\bigl(-v(q)\bigr)=-A.$$

Hence $2A=0$ and $A=0$. The shift vanishes, and $L=v$ is the only solution.

The same cancellation works rung by rung. The ladder with no rungs is $v$. If the ladder with at most $n$ rungs is $v$, the next one is $v(k)+wA=v(k)$. Every truncated ladder therefore equals $v$, whatever the value of $w$.

## Resonance and the current response

Let $wW=1$, with $g$ even and $v$ odd. Every solution still has the form $v+c$. Conversely, for any constant $c$,

$$w\sum_q g(q)\bigl(v(q)+c\bigr)=wA+wWc=c,$$

so $v+c$ is a solution. The solutions are exactly the functions $v+c$, and uniqueness fails.

The current response does not notice this. For any solution, at resonance or away from it,

$$\sum_k v(k)g(k)L(k)=\sum_k g(k)v(k)^2+x\sum_k g(k)v(k)=\sum_k g(k)v(k)^2 .$$

The right-hand side is the bare bubble. In a single-band ladder calculation on a finite periodic momentum grid with constant rungs, an even $g$ and an odd $v$, the response thus follows from the bubble alone.

## A rung that depends on momentum

Replace the constant rung by $w+u\,v(k)v(p)$, where $u$ measures a part of the scattering that is odd in each momentum. Put $B=\sum_q g(q)v(q)^2$, assume $uB\neq1$, and try $L=v/D$ with $D=1-uB$. The right-hand side of the new ladder equation is

$$v(k)+\frac{w}{D}A+\frac{u\,v(k)}{D}B=v(k)\,\frac{D+uB}{D}=\frac{v(k)}{D},$$

because $A=0$ and $D+uB=1$. So $v/D$ is a solution, and it differs from $v$ whenever $uB\neq0$, since $v$ is then non-zero. The theorem `anisotropic_ladder` states that this function solves the equation; it makes no claim of uniqueness.

## Numbers for the three-site ring

List values in the order $k=0,1,-1$. Take $v=(0,1,-1)$, $g=(2,1,1)$ and $w=\tfrac18$. Then $W=4$, $wW=\tfrac12$ and $A=1-1=0$, so $L=v$. The response is $B=1+1=2$.

Now make the weight uneven, $g=(1,2,1)$, with the same $v$ and $w$. Again $W=4$, but $A=2-1=1$. The shift is $\tfrac18/(1-\tfrac12)=\tfrac14$, so $L=(\tfrac14,\tfrac54,-\tfrac34)$. As a check, $\sum_q g(q)L(q)=\tfrac14+\tfrac52-\tfrac34=2$, and $w$ times this is $\tfrac14$.

Return to $g=(2,1,1)$ and set $w=\tfrac14$, which is resonance. The function $L=(3,4,2)=v+3$ is a solution, because $\tfrac14(6+4+2)=3$. Its response is $1\cdot4-1\cdot2=2$, the same bubble as before.

Finally, keep $g=(2,1,1)$ and add the momentum-dependent part with $u=\tfrac14$. Then $uB=\tfrac12$ and the dressed vertex $2v=(0,2,-2)$ is a solution for every $w$. The response computed with it is $4$, twice the bubble. The rung between the momenta $1$ and $-1$ is now $w-\tfrac14$. If it stands for an averaged squared scattering amplitude, it cannot be negative, so the algebra describes such scattering only if $w\geq\tfrac14$. In the self-consistent Born approximation with the same rung, $w\sum_q g(q)$ is at most 1 at zero frequency, which leaves only $w=\tfrac14$.

## The Lean file

```lean
import Mathlib

open Finset

namespace KuboGreenwoodLadder

noncomputable section

variable {G 𝕜 : Type*} [Fintype G] [RCLike 𝕜]

/-- The ladder equation for site disorder: the dressed vertex `L` is the bare vertex `v` plus
a momentum-independent rung `w` times the sum of `L` weighted with the propagator pair `g`. -/
def IsLadderSolution (w : 𝕜) (g v L : G → 𝕜) : Prop :=
  ∀ k, L k = v k + w * ∑ q, g q * L q

/-- The vertex dressed with at most `n` disorder rungs, built by iterating the ladder equation
from the bare vertex. -/
def truncatedLadder (w : 𝕜) (g v : G → 𝕜) : ℕ → G → 𝕜
  | 0 => v
  | n + 1 => fun k => v k + w * ∑ q, g q * truncatedLadder w g v n q

/-- The current response, up to prefactors: a bare vertex `v`, a propagator pair `g` and a
dressed vertex `L`, summed over momenta. -/
def currentResponse (g v L : G → 𝕜) : 𝕜 := ∑ k, v k * g k * L k

/-- The weighted sum of a vertex shifted by a constant `c` splits into the weighted sum of the
vertex and `c` times the total weight. -/
theorem sum_shift {g v L : G → 𝕜} {c : 𝕜} (h : ∀ k, L k = v k + c) :
    ∑ q, g q * L q = ∑ q, g q * v q + (∑ q, g q) * c := by
  rw [Finset.sum_mul, ← Finset.sum_add_distrib]
  refine Finset.sum_congr rfl fun q _ => ?_
  linear_combination g q * h q

/-- For any bare vertex, if `w ∑ g ≠ 1`, the ladder equation has exactly one solution: the bare
vertex shifted by the constant `w ∑ g v / (1 - w ∑ g)`. -/
theorem ladder_iff_shift {w : 𝕜} {g v L : G → 𝕜} (hw : w * ∑ q, g q ≠ 1) :
    IsLadderSolution w g v L ↔
      ∀ k, L k = v k + w * (∑ q, g q * v q) / (1 - w * ∑ q, g q) := by
  have hd : 1 - w * ∑ q, g q ≠ 0 := sub_ne_zero.mpr (Ne.symm hw)
  constructor
  · intro h k
    -- averaging the ladder equation gives a scalar equation for the shift
    have hs := sum_shift (g := g) h
    have hx : w * ∑ q, g q * L q = w * (∑ q, g q * v q) / (1 - w * ∑ q, g q) := by
      rw [eq_div_iff hd]
      linear_combination w * hs
    exact (h k).trans (by rw [hx])
  · intro h k
    have hs := sum_shift (g := g) h
    have hc := div_mul_cancel₀ (w * ∑ q, g q * v q) hd
    rw [hs, h k]
    linear_combination hc

variable [AddCommGroup G]

/-- An odd vertex averages to zero over an even propagator pair. -/
theorem sum_even_mul_odd {g v : G → 𝕜} (hg : ∀ k, g (-k) = g k) (hv : ∀ k, v (-k) = -v k) :
    ∑ q, g q * v q = 0 := by
  -- relabel the momenta by inversion
  have h : ∑ q, g q * v q = -∑ q, g q * v q :=
    calc ∑ q, g q * v q = ∑ q, g (-q) * v (-q) :=
          (Equiv.sum_comp (Equiv.neg G) (fun q => g q * v q)).symm
      _ = -∑ q, g q * v q := by simp [hg, hv]
  have h2 : (2 : 𝕜) * ∑ q, g q * v q = 0 := by linear_combination h
  exact (mul_eq_zero.mp h2).resolve_left two_ne_zero

/-- Vanishing of vertex corrections: for an odd bare vertex, an even propagator pair and
`w ∑ g ≠ 1`, the bare vertex is the one and only solution of the ladder equation. -/
theorem ladder_iff_eq_bare {w : 𝕜} {g v L : G → 𝕜} (hg : ∀ k, g (-k) = g k)
    (hv : ∀ k, v (-k) = -v k) (hw : w * ∑ q, g q ≠ 1) :
    IsLadderSolution w g v L ↔ L = v := by
  rw [ladder_iff_shift hw, sum_even_mul_odd hg hv]
  simp [funext_iff]

/-- For an odd bare vertex and an even propagator pair with `w ∑ g = 1`, the solutions of the
ladder equation are the bare vertex plus an arbitrary constant. -/
theorem ladder_iff_of_resonance {w : 𝕜} {g v L : G → 𝕜} (hg : ∀ k, g (-k) = g k)
    (hv : ∀ k, v (-k) = -v k) (hw : w * ∑ q, g q = 1) :
    IsLadderSolution w g v L ↔ ∃ c : 𝕜, ∀ k, L k = v k + c := by
  constructor
  · intro h
    exact ⟨w * ∑ q, g q * L q, h⟩
  · rintro ⟨c, h⟩ k
    rw [sum_shift (g := g) h, h k, sum_even_mul_odd hg hv]
    linear_combination (-c) * hw

/-- For an odd bare vertex and an even propagator pair, the ladder truncated at any number of
rungs equals the bare vertex. -/
theorem truncatedLadder_eq_bare (w : 𝕜) {g v : G → 𝕜} (hg : ∀ k, g (-k) = g k)
    (hv : ∀ k, v (-k) = -v k) (n : ℕ) : truncatedLadder w g v n = v := by
  induction n with
  | zero => rfl
  | succ n ih =>
    funext k
    simp only [truncatedLadder, ih, sum_even_mul_odd hg hv, mul_zero, add_zero]

/-- For an odd bare vertex and an even propagator pair, the current response computed with any
solution of the ladder equation is the bare bubble `∑ g v²`. -/
theorem currentResponse_eq_bubble {w : 𝕜} {g v L : G → 𝕜} (hg : ∀ k, g (-k) = g k)
    (hv : ∀ k, v (-k) = -v k) (h : IsLadderSolution w g v L) :
    currentResponse g v L = ∑ k, g k * v k ^ 2 := by
  -- the constant shift of the vertex multiplies the vanishing sum of `g v`
  have hs : ∑ k, v k * g k * L k =
      ∑ k, (g k * v k ^ 2 + g k * v k * (w * ∑ q, g q * L q)) := by
    refine Finset.sum_congr rfl fun k _ => ?_
    linear_combination v k * g k * h k
  rw [currentResponse, hs, Finset.sum_add_distrib, ← Finset.sum_mul,
    sum_even_mul_odd hg hv, zero_mul, add_zero]

/-- For an odd bare vertex and an even propagator pair, let the rung have a momentum-dependent
part, `w + u v(k) v(q)`, with `u ∑ g v² ≠ 1`. Then the bare vertex divided by `1 - u ∑ g v²`
solves the ladder equation. -/
theorem anisotropic_ladder {w u : 𝕜} {g v : G → 𝕜} (hg : ∀ k, g (-k) = g k)
    (hv : ∀ k, v (-k) = -v k) (hu : u * ∑ q, g q * v q ^ 2 ≠ 1) (k : G) :
    v k / (1 - u * ∑ q, g q * v q ^ 2) =
      v k + ∑ p, (w + u * v k * v p) *
        (g p * (v p / (1 - u * ∑ q, g q * v q ^ 2))) := by
  have hd : 1 - u * ∑ q, g q * v q ^ 2 ≠ 0 := sub_ne_zero.mpr (Ne.symm hu)
  -- split the rung into its constant and its momentum-dependent part
  have hs : ∀ D : 𝕜, ∑ p, (w + u * v k * v p) * (g p * (v p / D)) =
      w / D * ∑ p, g p * v p + u * v k / D * ∑ p, g p * v p ^ 2 := by
    intro D
    rw [Finset.mul_sum, Finset.mul_sum, ← Finset.sum_add_distrib]
    refine Finset.sum_congr rfl fun p _ => ?_
    ring
  have hc := div_mul_cancel₀ (v k) hd
  rw [hs, sum_even_mul_odd hg hv]
  linear_combination hc

end

end KuboGreenwoodLadder
```

```lean
#print axioms KuboGreenwoodLadder.sum_even_mul_odd
#print axioms KuboGreenwoodLadder.ladder_iff_eq_bare
#print axioms KuboGreenwoodLadder.currentResponse_eq_bubble
#print axioms KuboGreenwoodLadder.anisotropic_ladder
```

```
'KuboGreenwoodLadder.sum_even_mul_odd' depends on axioms: [propext, Classical.choice, Quot.sound]
'KuboGreenwoodLadder.ladder_iff_eq_bare' depends on axioms: [propext, Classical.choice, Quot.sound]
'KuboGreenwoodLadder.currentResponse_eq_bubble' depends on axioms: [propext, Classical.choice, Quot.sound]
'KuboGreenwoodLadder.anisotropic_ladder' depends on axioms: [propext, Classical.choice, Quot.sound]
```

## How the lemmas follow the algebra

`sum_shift` is the averaging step: if $L=v+c$, then $\sum_q g(q)L(q)=A+Wc$. The proof gathers the right-hand side into a single sum and compares it with the left term by term. For each `q`, the hypothesis multiplied by `g q` gives the equality.

`ladder_iff_shift` solves for the constant. In the forward direction the hypothesis `h`, which is the ladder equation, already has the form that `sum_shift` expects, with $c=x$. The resulting equation `hs`, multiplied by `w`, is $x=wA+wWx$. The rewrite `eq_div_iff hd` clears the denominator, which is non-zero by `hd`, and `linear_combination w * hs` finishes the scalar algebra. In the backward direction `hc` records that the proposed shift times $1-wW$ equals $wA$, which is the identity used in the converse above.

`sum_even_mul_odd` is the inversion argument. `Equiv.neg G` is the permutation $q\mapsto-q$, and `Equiv.sum_comp` says that a sum is unchanged by such a relabelling. The parity hypotheses then give $A=-A$, and the proof divides by two, which is non-zero in `𝕜`.

`ladder_iff_eq_bare` joins the two results. It rewrites the ladder equation as the explicit shift and replaces $A$ by zero. What remains is $L(k)=v(k)$ for all $k$, which `funext_iff` identifies with equality of the functions.

In `ladder_iff_of_resonance`, the forward direction names the constant as `w * ∑ q, g q * L q`, and the ladder equation itself is the required proof. The backward direction uses `sum_shift`, the vanishing of $A$ and the resonance condition multiplied by $-c$.

`truncatedLadder_eq_bare` is an induction on the number of rungs. The case of no rungs holds by definition, and in the next step the induction hypothesis `ih` turns the inner ladder into `v`, after which the rung term is zero.

`currentResponse_eq_bubble` inserts the ladder equation under the sum and splits the result into the bubble and a constant times $A$. It never divides by $1-wW$, which is why it needs no condition on resonance.

`anisotropic_ladder` first proves `hs`, the splitting of the rung sum into its $A$ and $B$ parts, for an arbitrary denominator `D`. With $A=0$, the remaining identity is $(v(k)/D)\,D=v(k)$ for $D=1-uB$. This is `hc`, and it is where the hypothesis $uB\neq1$ enters.
